# For n ≥ 1, the left ideal generated by D^(n+1) and XD − n is not principal in characteristic zero

Represent a single bosonic mode on polynomials: the creation operator is multiplication by X, the annihilation operator is the derivative D, and the number operator is XD. The n-quantum state is then X^n, or X^n/√(n!) when normalised over ℂ in the inner product that makes X and D adjoint and gives 1 unit norm. It satisfies

D^(n+1) ψ = 0 and (XD − n) ψ = 0.

Multiplying these equations from the left by operators built from X, D and scalars by sums and products, and adding the results, gives further equations for ψ. Can one such operator P generate them all? For the vacuum D does so; for n ≥ 1 and scalars of characteristic zero, such as ℝ or ℂ, no P does. For such scalars the second equation alone already selects X^n among polynomials up to scale, so the question concerns the algebra of equations, not only their solutions. For symbolic ladder-operator reduction in one mode, this means that for n ≥ 1 these two rules cannot be merged into one without changing the left ideal.

## Operators, left ideals and order

The scalars form a field K. `Module.End K K[X]` is the space of K-linear maps on polynomials, with composition as product.

```lean
import Mathlib

open Polynomial

namespace WeylLeftIdeals

noncomputable section

variable (K : Type*) [Field K]

/-- Multiplication by `X` on polynomials. -/
def xOp : Module.End K K[X] := LinearMap.mulLeft K X

/-- The derivative on polynomials. -/
def dOp : Module.End K K[X] := Polynomial.derivative
```

The algebra A, `weylAlgebra K`, contains all finite sums of products of X, D and scalars. No inner product or completion enters.

```lean
/-- The algebra of operators on polynomials generated by `X` and `D`. -/
def weylAlgebra : Subalgebra K (Module.End K K[X]) :=
  Algebra.adjoin K {xOp K, dOp K}
```

A could also have been modelled abstractly, by two generators with DX − XD = 1. In characteristic zero this gives an isomorphic algebra and the same answer. In characteristic p the two models differ, because D^p acts as zero on K[X].

`xW` and `dW` are X and D regarded as elements of A.

```lean
/-- Multiplication by `X` as an element of the operator algebra. -/
def xW : weylAlgebra K := ⟨xOp K, Algebra.subset_adjoin (Or.inl rfl)⟩

/-- The derivative as an element of the operator algebra. -/
def dW : weylAlgebra K := ⟨dOp K, Algebra.subset_adjoin (Or.inr rfl)⟩
```

Over this noncommutative ring, `Ideal` means left ideal, and `(n : K) • 1` is n times the identity.

```lean
/-- The left ideal generated by `D ^ (n + 1)` and `X D - n`. -/
def fockIdeal (n : ℕ) : Ideal (weylAlgebra K) :=
  Ideal.span {dW K ^ (n + 1), xW K * dW K - (n : K) • 1}
```

Write ad T = TX − XT. An operator T has order m if ad^m T ≠ 0 and ad^(m+1) T = 0; ad^m T is then its leading part.

```lean
/-- The commutator `T ↦ T X - X T`. -/
def adX : Module.End K (Module.End K K[X]) :=
  LinearMap.mulRight K (xOp K) - LinearMap.mulLeft K (xOp K)

variable {K}

/-- `T` has order `m` if it survives exactly `m` successive commutators with `X`. -/
def HasOrder (T : Module.End K K[X]) (m : ℕ) : Prop :=
  (adX K ^ m) T ≠ 0 ∧ (adX K ^ (m + 1)) T = 0
```

## (a) Commutators with X

**Task.** Compute ad on X, 1 and D, and find its product rule.

**Solution.** X and 1 commute with X. For any polynomial p,

(DX − XD)p = (Xp)′ − Xp′ = p,

so ad D = 1. Adding and subtracting QXP gives

QPX − XQP = (QX − XQ)P + Q(PX − XP).

```lean
variable (K) in
/-- The commutator with `X` kills `X` and `1`, sends `D` to `1`, and obeys the Leibniz rule. -/
theorem adX_rules : adX K (xOp K) = 0 ∧ adX K 1 = 0 ∧ adX K (dOp K) = 1 ∧
    ∀ Q P, adX K (Q * P) = adX K Q * P + Q * adX K P := by
  have hap : ∀ T, adX K T = T * xOp K - xOp K * T := fun T => LinearMap.ext fun p => rfl
  refine ⟨by rw [hap, sub_self], by rw [hap, one_mul, mul_one, sub_self], ?_, fun Q P => ?_⟩
  · refine LinearMap.ext fun p => ?_
    change derivative (X * p) - X * derivative p = p
    rw [derivative_mul, derivative_X]
    ring
  · simp only [hap, sub_mul, mul_sub, mul_assoc]
    abel
```

## (b) The leading part of a product

**Task.** Let ad^(m+1) Q = 0 and ad^(n+1) P = 0, and write C(j, k) for the binomial coefficient. Show that

ad^(m+n)(QP) = C(m+n, m) (ad^m Q)(ad^n P), ad^(m+n+1)(QP) = 0.

**Solution.** If m = 0, Q commutes with X and passes through every commutator; n = 0 is similar. For m+1 and n+1, apply (a) once:

ad^(m+n+2)(QP) = ad^(m+n+1)((ad Q)P) + ad^(m+n+1)(Q(ad P)).

By induction both terms are multiples of (ad^(m+1) Q)(ad^(n+1) P), and Pascal's rule adds the coefficients:

C(m+n+1, m) + C(m+n+1, m+1) = C(m+n+2, m+1).

Both leading parts commute with X, so one more commutator gives zero. The nested inductions in Lean follow this argument.

```lean
/-- For operators of order at most `m` and `n`, the `(m + n)`-fold commutator of the product with
`X` is a binomial multiple of the product of the separate ones, and one more commutator gives
zero. -/
theorem adX_pow_mul (m n : ℕ) (Q P : Module.End K K[X])
    (hQ : (adX K ^ (m + 1)) Q = 0) (hP : (adX K ^ (n + 1)) P = 0) :
    (adX K ^ (m + n)) (Q * P) =
      ((m + n).choose m : K) • ((adX K ^ m) Q * (adX K ^ n) P) ∧
    (adX K ^ (m + n + 1)) (Q * P) = 0 := by
  obtain ⟨-, -, -, leib⟩ := adX_rules K
  have e1 : ∀ k T, (adX K ^ (k + 1)) T = (adX K ^ k) (adX K T) := fun k T => by
    rw [pow_succ, Module.End.mul_apply]
  have e2 : ∀ k T, (adX K ^ (k + 1)) T = adX K ((adX K ^ k) T) := fun k T => by
    rw [pow_succ', Module.End.mul_apply]
  have lead : (adX K ^ (m + n)) (Q * P) =
      ((m + n).choose m : K) • ((adX K ^ m) Q * (adX K ^ n) P) := by
    induction m generalizing n Q P with
    | zero =>
      have hQ0 : adX K Q = 0 := by simpa using hQ
      have key : ∀ k S, (adX K ^ k) (Q * S) = Q * (adX K ^ k) S := by
        intro k
        induction k with
        | zero => intro S; simp
        | succ k ih => intro S; rw [e1 k (Q * S), e1 k S, leib, hQ0, zero_mul, zero_add, ih]
      simp [key]
    | succ m ihm =>
      induction n generalizing Q P with
      | zero =>
        have hP0 : adX K P = 0 := by simpa using hP
        have key : ∀ k S, (adX K ^ k) (S * P) = (adX K ^ k) S * P := by
          intro k
          induction k with
          | zero => intro S; simp
          | succ k ih => intro S; rw [e1 k (S * P), e1 k S, leib, hP0, mul_zero, add_zero, ih]
        simp [key]
      | succ n ihn =>
        -- Leibniz rule once, then Pascal's rule for the coefficients
        have h1 := ihm (n + 1) (adX K Q) P (by rw [← e1 (m + 1) Q]; exact hQ) hP
        have h2 := ihn Q (adX K P) hQ (by rw [← e1 (n + 1) P]; exact hP)
        rw [← e1 m Q] at h1
        rw [← e1 n P, show m + 1 + n = m + (n + 1) by omega] at h2
        rw [show m + 1 + (n + 1) = m + (n + 1) + 1 by omega, e1 (m + (n + 1)) (Q * P), leib,
          map_add, h1, h2, ← add_smul, Nat.choose_succ_succ' (m + (n + 1)) m, Nat.cast_add]
  refine ⟨lead, ?_⟩
  rw [e2, lead, map_smul, leib, ← e2 m Q, ← e2 n P, hQ, hP, zero_mul, mul_zero, add_zero,
    smul_zero]
```

## (c) Operators that commute with X

**Task.** If ad T = 0, show that Tp = p · T1.

**Solution.** From T(Xq) = X T(q), induction gives T(X^k) = X^k T1. Linearity gives the rest.

```lean
/-- An operator that commutes with `X` is multiplication by a polynomial, its value on `1`. -/
theorem apply_of_adX_eq_zero {T : Module.End K K[X]} (h : adX K T = 0) (p : K[X]) :
    T p = p * T 1 := by
  have hx : ∀ q, T (X * q) = X * T q := fun q => sub_eq_zero.mp (LinearMap.congr_fun h q)
  refine Polynomial.induction_on p ?_ ?_ ?_
  · intro a
    have h1 : (C a : K[X]) = a • 1 := by rw [smul_eq_C_mul, mul_one]
    rw [h1, map_smul, smul_mul_assoc, one_mul]
  · intro p q hp hq
    rw [map_add, hp, hq, add_mul]
  · intro n a ih
    rw [show (C a * X ^ (n + 1) : K[X]) = X * (C a * X ^ n) by ring, hx, ih, mul_assoc X]
```

## (d) Orders add

**Task.** In characteristic zero, show that Q of order m and P of order n give QP order m+n.

**Solution.** By (c), the leading parts are multiplications by nonzero polynomials f and g. By (b), that of QP is C(m+n, m) fg. The binomial is nonzero in K, and K[X] has no zero divisors.

```lean
/-- In characteristic zero, orders add when operators are composed. -/
theorem HasOrder.mul [CharZero K] {Q P : Module.End K K[X]} {m n : ℕ}
    (hQ : HasOrder Q m) (hP : HasOrder P n) : HasOrder (Q * P) (m + n) := by
  obtain ⟨h, h'⟩ := adX_pow_mul m n Q P hQ.2 hP.2
  have hq : adX K ((adX K ^ m) Q) = 0 := by
    rw [← Module.End.mul_apply, ← pow_succ']; exact hQ.2
  have hp : adX K ((adX K ^ n) P) = 0 := by
    rw [← Module.End.mul_apply, ← pow_succ']; exact hP.2
  refine ⟨fun h0 => ?_, h'⟩
  rw [h] at h0
  rcases smul_eq_zero.mp h0 with hc | hc
  · exact (Nat.choose_pos (Nat.le_add_right m n)).ne' (by exact_mod_cast hc)
  · -- the leading parts are polynomials, and these have no zero divisors
    have h1 : ((adX K ^ n) P) 1 * ((adX K ^ m) Q) 1 = 0 := by
      rw [← apply_of_adX_eq_zero hq (((adX K ^ n) P) 1)]
      exact LinearMap.congr_fun hc 1
    rcases mul_eq_zero.mp h1 with h2 | h2
    · exact hP.1 (LinearMap.ext fun p => by simp [apply_of_adX_eq_zero hp p, h2])
    · exact hQ.1 (LinearMap.ext fun p => by simp [apply_of_adX_eq_zero hq p, h2])
```

## (e) Every nonzero element of A has an order

**Task.** Prove this.

**Solution.** One commutator kills X and scalars; two kill D. If enough commutators kill S and U, the same holds for S + U by linearity and for SU by (b). Thus some power of ad kills each T in A. For T ≠ 0, the least such power is m+1 for some m, and m is the order. `Algebra.adjoin_induction` performs the first step; induction on the exponent finds the least power.

```lean
set_option maxHeartbeats 400000 in
/-- Every nonzero operator in the algebra generated by `X` and `D` has an order. -/
theorem exists_hasOrder {T : Module.End K K[X]} (hT : T ∈ weylAlgebra K) (h0 : T ≠ 0) :
    ∃ m, HasOrder T m := by
  obtain ⟨ax, a1, ad, -⟩ := adX_rules K
  have hap : ∀ S, adX K S = S * xOp K - xOp K * S := fun S => LinearMap.ext fun p => rfl
  have nil : ∃ k, (adX K ^ (k + 1)) T = 0 := by
    have hT' : T ∈ Algebra.adjoin K {xOp K, dOp K} := hT
    clear h0 hT
    refine Algebra.adjoin_induction ?_ ?_ ?_ ?_ hT'
    · rintro S (rfl | rfl)
      · exact ⟨0, by rw [zero_add, pow_one, ax]⟩
      · exact ⟨1, by rw [pow_succ, Module.End.mul_apply, ad, pow_one, a1]⟩
    · intro r
      refine ⟨0, ?_⟩
      rw [zero_add, pow_one, hap, Algebra.commutes r (xOp K), sub_self]
    · rintro S U _ _ ⟨k, hk⟩ ⟨l, hl⟩
      exact ⟨k + l, by rw [map_add, Module.End.pow_map_zero_of_le (by omega) hk,
        Module.End.pow_map_zero_of_le (by omega) hl, add_zero]⟩
    · rintro S U _ _ ⟨k, hk⟩ ⟨l, hl⟩
      exact ⟨k + l, (adX_pow_mul k l S U hk hl).2⟩
  obtain ⟨k, hk⟩ := nil
  induction k with
  | zero => exact ⟨0, by simpa using h0, hk⟩
  | succ k ih =>
    by_cases h : (adX K ^ (k + 1)) T = 0
    · exact ih h
    · exact ⟨k + 1, h, hk⟩
```

## (f) No common right factor

**Task.** Let K have characteristic zero and n ≥ 1. Show that no P, Q, R in A satisfy

P X^n = 0, QP = D^(n+1), RP = XD − n.

**Solution.** By (b), ad^k(D^k) = k!, since each further factor D multiplies the constant by C(k+1, k) = k+1. Also ad(XD − n) = X. The two right-hand sides therefore have orders n+1 and 1. P, Q and R are nonzero, so they have orders p, q, r with

r + p = 1, q + p = n + 1.

If p = 0, P is multiplication by some h. Then h X^n = 0 gives h = 0, a contradiction.

If p = 1, then q = n. Put g = (ad P)1. By (c), P(Xs) = X P(s) + s g, and induction gives

P(X^(k+1)) = X^k (X P1 + (k+1) g).

At k = n−1 the left side is zero, so X P1 + n g = 0. Setting X = 0 gives g(0) = 0. With f = (ad^n Q)1, however, (b) applied to QP gives

(n+1)! = C(n+1, n) f g.

At X = 0 this reads (n+1)! = 0, which is impossible in characteristic zero.

```lean
/-- In characteristic zero and for `n ≥ 1`, no operator of the algebra that kills `X ^ n` is a right
factor, with cofactors in the algebra, of both `D ^ (n + 1)` and `X D - n`. -/
theorem no_common_right_factor [CharZero K] {n : ℕ} (hn : n ≠ 0) {P Q R : Module.End K K[X]}
    (hPm : P ∈ weylAlgebra K) (hQm : Q ∈ weylAlgebra K) (hRm : R ∈ weylAlgebra K)
    (hP : P (X ^ n) = 0) (hQ : Q * P = dOp K ^ (n + 1))
    (hR : R * P = xOp K * dOp K - (n : K) • 1) : False := by
  obtain ⟨ax, a1, ad, leib⟩ := adX_rules K
  have e2 : ∀ k T, (adX K ^ (k + 1)) T = adX K ((adX K ^ k) T) := fun k T => by
    rw [pow_succ', Module.End.mul_apply]
  have uniq : ∀ {T : Module.End K K[X]} {a b : ℕ}, HasOrder T a → HasOrder T b → a = b := by
    intro T a b ha hb
    rcases lt_trichotomy a b with h | h | h
    · exact absurd (Module.End.pow_map_zero_of_le h ha.2) hb.1
    · exact h
    · exact absurd (Module.End.pow_map_zero_of_le h hb.2) ha.1
  -- the leading part of `D ^ k` is the constant `k!`
  have dpow : ∀ k : ℕ, (adX K ^ k) (dOp K ^ k) = (k.factorial : K) • 1 := by
    intro k
    induction k with
    | zero => simp
    | succ k ih =>
      have h : (adX K ^ (k + 1)) (dOp K ^ k) = 0 := by rw [e2, ih, map_smul, a1, smul_zero]
      have hd : (adX K ^ (1 + 1)) (dOp K) = 0 := by rw [e2, pow_one, ad, a1]
      rw [pow_succ (dOp K) k, (adX_pow_mul k 1 _ _ h hd).1, ih, pow_one, ad, mul_one, smul_smul,
        Nat.choose_succ_self_right, Nat.factorial_succ, Nat.cast_mul]
  have hD : HasOrder (dOp K ^ (n + 1)) (n + 1) := by
    refine ⟨?_, by rw [e2, dpow, map_smul, a1, smul_zero]⟩
    rw [dpow]
    exact smul_ne_zero (Nat.cast_ne_zero.mpr (Nat.factorial_ne_zero _)) one_ne_zero
  have hE : HasOrder (xOp K * dOp K - (n : K) • 1) 1 := by
    have e : adX K (xOp K * dOp K - (n : K) • 1) = xOp K := by
      rw [map_sub, leib, ax, ad, map_smul, a1, zero_mul, zero_add, mul_one, smul_zero, sub_zero]
    refine ⟨?_, by rw [e2, pow_one, e, ax]⟩
    rw [pow_one, e]
    intro h
    exact (X_ne_zero : (X : K[X]) ≠ 0) (by simpa [xOp] using LinearMap.congr_fun h (1 : K[X]))
  have hP0 : P ≠ 0 := fun h => hD.1 (by rw [← hQ, h, mul_zero, map_zero])
  obtain ⟨p, hp⟩ := exists_hasOrder hPm hP0
  obtain ⟨q, hq⟩ := exists_hasOrder hQm fun h => hD.1 (by rw [← hQ, h, zero_mul, map_zero])
  obtain ⟨r, hr⟩ := exists_hasOrder hRm fun h => hE.1 (by rw [← hR, h, zero_mul, map_zero])
  have h1 : r + p = 1 := uniq (hR ▸ hr.mul hp) hE
  have h2 : q + p = n + 1 := uniq (hQ ▸ hq.mul hp) hD
  have hX : ∀ k : ℕ, (X : K[X]) ^ k ≠ 0 := fun k => pow_ne_zero k X_ne_zero
  have hp01 : p = 0 ∨ p = 1 := by omega
  rcases hp01 with rfl | rfl
  · -- order zero: `P` is multiplication by a polynomial, which must vanish
    have hc : adX K P = 0 := by simpa using hp.2
    rw [apply_of_adX_eq_zero hc] at hP
    have h3 := (mul_eq_zero.mp hP).resolve_left (hX n)
    exact hP0 (LinearMap.ext fun s => by simp [apply_of_adX_eq_zero hc s, h3])
  · -- order one: the leading coefficient of `P` vanishes at the origin
    have hqn : q = n := by omega
    rw [hqn] at hq
    have hg : adX K (adX K P) = 0 := by
      have h := hp.2
      rwa [e2, pow_one] at h
    have hstep : ∀ s, P (X * s) = X * P s + s * (adX K P) 1 := fun s => by
      have h : P (X * s) - X * P s = s * (adX K P) 1 := apply_of_adX_eq_zero hg s
      linear_combination h
    have hpow : ∀ k : ℕ, P (X ^ (k + 1)) =
        X ^ k * (X * P 1 + ((k : K[X]) + 1) * (adX K P) 1) := by
      intro k
      induction k with
      | zero => simpa using hstep 1
      | succ k ih =>
        rw [pow_succ' (X : K[X]) (k + 1), hstep, ih]
        push_cast
        ring
    have hP' := hpow (n - 1)
    rw [show n - 1 + 1 = n by omega, hP] at hP'
    have h3 := congrArg (eval 0) ((mul_eq_zero.mp hP'.symm).resolve_left (hX _))
    simp only [eval_add, eval_mul, eval_X, zero_mul, zero_add, eval_natCast, eval_one,
      eval_zero] at h3
    have hg0 := (mul_eq_zero.mp h3).resolve_left (Nat.cast_add_one_ne_zero (n - 1))
    -- but the leading coefficient of `D ^ (n + 1)` is a nonzero constant
    have key := (adX_pow_mul n 1 Q P hq.2 hp.2).1
    rw [hQ, dpow, pow_one] at key
    have k1 : ((n + 1).factorial : K) • (1 : K[X]) =
        ((n + 1).choose n : K) • ((adX K ^ n) Q) ((adX K P) 1) := LinearMap.congr_fun key 1
    have hA : adX K ((adX K ^ n) Q) = 0 := by rw [← e2]; exact hq.2
    rw [apply_of_adX_eq_zero hA ((adX K P) 1)] at k1
    have k2 := congrArg (eval 0) k1
    rw [eval_smul, eval_smul, eval_mul, hg0, zero_mul, smul_zero, eval_one, smul_eq_mul,
      mul_one] at k2
    exact Nat.factorial_ne_zero (n + 1) (Nat.cast_eq_zero.mp k2)
```

## (g) The ideal annihilates X^n

**Task.** Show that every element of the ideal kills X^n.

**Solution.** Each element is a D^(n+1) + b (XD − n) with a, b in A. Since D^(n+1) X^n = 0 and XD X^n = n X^n, both terms vanish on X^n.

```lean
/-- Every operator in the left ideal generated by `D ^ (n + 1)` and `X D - n` kills `X ^ n`. -/
theorem fockIdeal_kills {n : ℕ} {T : weylAlgebra K} (hT : T ∈ fockIdeal K n) :
    (T : Module.End K K[X]) (X ^ n) = 0 := by
  obtain ⟨a, b, rfl⟩ := Submodule.mem_span_pair.mp hT
  have h1 : (dOp K ^ (n + 1)) (X ^ n) = 0 := by
    rw [Module.End.pow_apply]
    exact Polynomial.iterate_derivative_eq_zero (by simp)
  have h2 : (xOp K * dOp K - (n : K) • 1) (X ^ n) = 0 := by
    change X * derivative (X ^ n) - (n : K) • (X ^ n : K[X]) = 0
    rcases n with _ | k
    · simp
    · rw [derivative_X_pow, smul_eq_C_mul, Nat.add_sub_cancel]
      ring
  change (a : Module.End K K[X]) ((dOp K ^ (n + 1)) (X ^ n)) +
    (b : Module.End K K[X]) ((xOp K * dOp K - (n : K) • 1) (X ^ n)) = 0
  rw [h1, h2, map_zero, map_zero, add_zero]
```

## (h) No single generator for n ≥ 1

**Task.** In characteristic zero, show that no P in A generates the ideal.

**Solution.** A generator P would lie in the ideal, so P X^n = 0 by (g). Both D^(n+1) and XD − n would be left multiples of P, contradicting (f). In Lean, `Ideal.span {P}` is the set of left multiples of P, and `[CharZero K]` and `hn : n ≠ 0` are the hypotheses.

```lean
/-- In characteristic zero and for `n ≥ 1`, the left ideal generated by `D ^ (n + 1)` and `X D - n`
is not generated by any single operator of the algebra. -/
theorem fockIdeal_not_principal [CharZero K] {n : ℕ} (hn : n ≠ 0) (P : weylAlgebra K) :
    fockIdeal K n ≠ Ideal.span {P} := by
  intro h
  have hP : P ∈ fockIdeal K n := by
    rw [h]
    exact Ideal.subset_span (Set.mem_singleton P)
  have h1 : dW K ^ (n + 1) ∈ fockIdeal K n := Ideal.subset_span (Or.inl rfl)
  have h2 : xW K * dW K - (n : K) • 1 ∈ fockIdeal K n := Ideal.subset_span (Or.inr rfl)
  rw [h] at h1 h2
  obtain ⟨Q, hQ⟩ := Ideal.mem_span_singleton'.mp h1
  obtain ⟨R, hR⟩ := Ideal.mem_span_singleton'.mp h2
  exact no_common_right_factor hn P.2 Q.2 R.2 (fockIdeal_kills hP)
    (congrArg Subtype.val hQ) (congrArg Subtype.val hR)
```

## (i) The one-quantum case

**Task.** Treat D² and XD − 1.

**Solution.** Set n = 1 in (h).

```lean
/-- In characteristic zero, the left ideal generated by `D ^ 2` and `X D - 1` is not generated by
any single operator of the algebra. -/
theorem span_sq_not_principal [CharZero K] (P : weylAlgebra K) :
    Ideal.span {dW K ^ 2, xW K * dW K - 1} ≠ Ideal.span {P} := by
  have h := fockIdeal_not_principal one_ne_zero P
  rwa [fockIdeal, Nat.cast_one, one_smul] at h
```

Characteristic zero matters here. In characteristic 2, D² X^k = k(k−1) X^(k−2) = 0 for k ≥ 2, and D² also kills 1 and X. Hence D² = 0, and XD − 1 alone generates the ideal.

## (j) The vacuum

**Task.** Show that for n = 0 the ideal is generated by D.

**Solution.** The generators are D and XD, and XD is a left multiple of D. The condition n ≥ 1 in (h) is therefore needed.

```lean
/-- For `n = 0` the left ideal is generated by the single operator `D`. -/
theorem fockIdeal_zero : fockIdeal K 0 = Ideal.span {dW K} := by
  unfold fockIdeal
  apply le_antisymm
  · refine Ideal.span_le.mpr ?_
    rintro _ (rfl | rfl)
    · exact Ideal.mem_span_singleton'.mpr ⟨1, by simp⟩
    · refine Ideal.mem_span_singleton'.mpr ⟨xW K, ?_⟩
      rw [Nat.cast_zero, zero_smul]
      exact (sub_zero (xW K * dW K)).symm
  · exact Ideal.span_le.mpr (Set.singleton_subset_iff.mpr
      (Ideal.subset_span (Or.inl (by simp))))

end

end WeylLeftIdeals
```

```lean
#print axioms WeylLeftIdeals.fockIdeal_not_principal
#print axioms WeylLeftIdeals.span_sq_not_principal
#print axioms WeylLeftIdeals.fockIdeal_zero
```

```
'WeylLeftIdeals.fockIdeal_not_principal' depends on axioms: [propext, Classical.choice, Quot.sound]
'WeylLeftIdeals.span_sq_not_principal' depends on axioms: [propext, Classical.choice, Quot.sound]
'WeylLeftIdeals.fockIdeal_zero' depends on axioms: [propext, Classical.choice, Quot.sound]
```
